# For p(L) ≠ 0, the Jastrow term p(r)(r − L)^C, cut off at L, is n times continuously differentiable exactly when n < C

Let $p$ be a real polynomial, $L$ a cutoff radius and $C\ge 0$ an integer, and set

$$u(r)=\begin{cases}p(r)(r-L)^C, & r<L,\\ 0, & r\ge L.\end{cases}$$

If $p(L)\neq0$, then $u$ is differentiable at $L$ exactly when $C\ge2$, and twice continuously differentiable exactly when $C\ge3$. As $r\to L$ from the left, $u'\to p(L)$ for $C=1$ and $u''\to 2p(L)$ for $C=2$.

## The cutoff and the local energy

In variational and diffusion Monte Carlo, a trial function $e^J\Phi$ has a local kinetic energy that contains $\nabla^2J$. A term $u(r)$ in $J$, with $r$ an interparticle distance in three dimensions, contributes to $\nabla^2J$ through $u''+2u'/r$. For this polynomial form with $p(L)\ne0$, the choice $C=2$ makes that contribution jump when a pair crosses $L$, while $C=3$ keeps it continuous there.

The condition $p(L)\neq0$ says that the polynomial does not itself vanish at the cutoff, which would add further smoothness.

## Each derivative lowers the exponent by one

For an integer $k\ge0$, the product rule gives

$$\frac{d}{dr}\left[p(r)(r-L)^{k+1}\right]=q_k(r)(r-L)^k,\qquad q_k(r)=p'(r)(r-L)+(k+1)p(r).$$

Hence $q_k(L)=(k+1)p(L)$. After $C$ derivatives the exponent is zero and the factors $C,C-1,\dots,1$ have accumulated, so $u^{(C)}(r)\to C!\,p(L)$ from the left.

**Continuity and slope.** For $C\ge1$ both branches tend to $0=u(L)$, so $u$ is continuous. With $C=k+1$, the slope at $L$ is $p(L)\,0^k$ from the left (with $0^0=1$) and $0$ from the right. These agree for $C\ge2$. If $p(L)\ne0$, they differ for $C=1$, and for $C=0$ the function itself jumps.

**Higher orders.** For $C\ge2$, $u'$ is again a cutoff term, with polynomial $q_{C-1}$ and exponent $C-1$. If $n<C$, repeating this $n$ times leaves exponent $C-n\ge1$, which is continuous. If $n\ge C$ and $p(L)\ne0$, then $n$-fold continuous differentiability would make $u^{(C)}$ continuous at $L$. Its left limit is $C!\,p(L)\ne0$ and its right limit is $0$, a contradiction.

**Laplacian.** For $C=2$ and $L>0$, $u'\to0$ and $2/r\to2/L$, so $u''+2u'/r\to2p(L)$ from the left.

## A cubic example

Take $p(r)=1+r$ and $L=2$, so $p(L)=3$. For $C=2$, inside the cutoff,

$$u=r^3-3r^2+4,\qquad u'=3r(r-2),\qquad u''=6r-6.$$

At $r\to2^-$ these give $u'\to0$ and $u''\to6=2p(L)$. The radial Laplacian is $12r-18$, which also tends to $6$; beyond the cutoff it is $0$. For $C=1$, $u'=2r-1\to3=p(L)$.

## Reading the Lean statements

`cutoffJastrow p L C` is $u$, and `slopePoly p L k` is $q_k$. `𝓝[<] L` denotes approach from the left, and `ContDiff ℝ n` means $n$ times continuously differentiable on the whole real line, with $n$ a natural number in `contDiff_cutoff_iff`. The hypothesis `hp` is $p(L)\neq0$; continuity and the left limits do not need it.

The variable $r$ is any real number, and $L$ is required to be positive only for the Laplacian. The file treats one radial function: the many-electron wave function, the cusp at $r=0$ and the passage from $\nabla^2$ to its radial form do not enter.

```lean
import Mathlib

open Filter Topology

namespace JastrowCutoff

noncomputable section

/-- The Jastrow term `p(r) (r - L)^C` inside the cutoff radius `L`, and zero outside. -/
def cutoffJastrow (p : Polynomial ℝ) (L : ℝ) (C : ℕ) (r : ℝ) : ℝ :=
  if r < L then p.eval r * (r - L) ^ C else 0

/-- The polynomial `p' (X - L) + (k + 1) p`. -/
def slopePoly (p : Polynomial ℝ) (L : ℝ) (k : ℕ) : Polynomial ℝ :=
  Polynomial.derivative p * (Polynomial.X - Polynomial.C L) + Polynomial.C ((k : ℝ) + 1) * p

/-- Differentiating `p(r) (r - L)^(k+1)` lowers the cutoff exponent by one and replaces `p`
by `slopePoly p L k`. -/
theorem hasDerivAt_inner (p : Polynomial ℝ) (L : ℝ) (k : ℕ) (r : ℝ) :
    HasDerivAt (fun s => p.eval s * (s - L) ^ (k + 1))
      ((slopePoly p L k).eval r * (r - L) ^ k) r := by
  have h1 : HasDerivAt (fun s : ℝ => s - L) 1 r := (hasDerivAt_id' r).sub_const L
  refine ((p.hasDerivAt r).fun_mul (h1.fun_pow (k + 1))).congr_deriv ?_
  simp only [slopePoly, Polynomial.eval_add, Polynomial.eval_mul, Polynomial.eval_sub,
    Polynomial.eval_X, Polynomial.eval_C, Nat.add_sub_cancel, Nat.cast_add, Nat.cast_one]
  ring

/-- If a function equals `p(r) (r - L)^C` for `r < L`, its `C`-th derivative tends to
`C! p(L)` as `r` approaches `L` from the left. -/
theorem tendsto_iteratedDeriv_left (p : Polynomial ℝ) (L : ℝ) (C : ℕ) (f : ℝ → ℝ)
    (hf : ∀ r < L, f r = p.eval r * (r - L) ^ C) :
    Tendsto (iteratedDeriv C f) (𝓝[<] L) (𝓝 ((C.factorial : ℝ) * p.eval L)) := by
  induction C generalizing p f with
  | zero =>
    simp only [iteratedDeriv_zero, Nat.factorial_zero, Nat.cast_one, one_mul]
    have h : Tendsto (fun r => p.eval r) (𝓝[<] L) (𝓝 (p.eval L)) :=
      p.continuous.continuousAt.tendsto.mono_left nhdsWithin_le_nhds
    refine h.congr' ?_
    filter_upwards [self_mem_nhdsWithin] with r hr
    rw [hf r hr, pow_zero, mul_one]
  | succ k ih =>
    have hd : ∀ r < L, deriv f r = (slopePoly p L k).eval r * (r - L) ^ k := by
      intro r hr
      have he : f =ᶠ[𝓝 r] fun s => p.eval s * (s - L) ^ (k + 1) := by
        filter_upwards [Iio_mem_nhds hr] with s hs using hf s hs
      exact ((hasDerivAt_inner p L k r).congr_of_eventuallyEq he).deriv
    have hv : ((k + 1).factorial : ℝ) * p.eval L
        = (k.factorial : ℝ) * (slopePoly p L k).eval L := by
      simp only [slopePoly, Polynomial.eval_add, Polynomial.eval_mul, Polynomial.eval_sub,
        Polynomial.eval_X, Polynomial.eval_C, Nat.factorial_succ, Nat.cast_mul, Nat.cast_add,
        Nat.cast_one]
      ring
    rw [iteratedDeriv_succ', hv]
    exact ih (slopePoly p L k) (deriv f) hd

/-- The Jastrow term is continuous when the cutoff exponent is at least one. -/
theorem continuous_cutoffJastrow (p : Polynomial ℝ) (L : ℝ) {C : ℕ} (hC : 1 ≤ C) :
    Continuous (cutoffJastrow p L C) := by
  -- a single formula without case distinction
  have h : cutoffJastrow p L C = fun r => p.eval r * (min (r - L) 0) ^ C := by
    funext r
    by_cases hr : r < L
    · rw [min_eq_left (by linarith)]
      exact if_pos hr
    · rw [min_eq_right (by linarith), zero_pow (by omega), mul_zero]
      exact if_neg hr
  rw [h]
  exact p.continuous.mul (((continuous_id.sub continuous_const).min continuous_const).pow C)

/-- For cutoff exponent `k + 1` the slope at `L` is `p(L) 0^k` from the left
(with `0^0 = 1`) and zero from the right. -/
theorem one_sided_slopes (p : Polynomial ℝ) (L : ℝ) (k : ℕ) :
    HasDerivWithinAt (cutoffJastrow p L (k + 1)) (p.eval L * 0 ^ k) (Set.Iic L) L ∧
      HasDerivWithinAt (cutoffJastrow p L (k + 1)) 0 (Set.Ici L) L := by
  constructor
  · have h := (hasDerivAt_inner p L k L).congr_deriv
      (show _ = p.eval L * 0 ^ k by cases k <;> simp [slopePoly])
    have he : ∀ r ∈ Set.Iic L,
        cutoffJastrow p L (k + 1) r = p.eval r * (r - L) ^ (k + 1) := by
      intro r hr
      rcases lt_or_eq_of_le (Set.mem_Iic.1 hr) with h1 | h1
      · exact if_pos h1
      · simp [cutoffJastrow, h1]
    exact h.hasDerivWithinAt.congr he (he L (Set.mem_Iic.2 le_rfl))
  · exact (hasDerivWithinAt_const L (Set.Ici L) (0 : ℝ)).congr
      (fun r hr => if_neg (not_lt.2 (Set.mem_Ici.1 hr))) (if_neg (lt_irrefl L))

/-- For cutoff exponent `k + 2` the derivative of the Jastrow term is, at every distance,
a Jastrow term with cutoff exponent `k + 1`. -/
theorem hasDerivAt_cutoffJastrow (p : Polynomial ℝ) (L : ℝ) (k : ℕ) (r : ℝ) :
    HasDerivAt (cutoffJastrow p L (k + 2))
      (cutoffJastrow (slopePoly p L (k + 1)) L (k + 1) r) r := by
  rcases lt_trichotomy r L with hr | hr | hr
  · have he : cutoffJastrow p L (k + 2) =ᶠ[𝓝 r] fun s => p.eval s * (s - L) ^ (k + 1 + 1) := by
      filter_upwards [Iio_mem_nhds hr] with s hs
      exact if_pos hs
    exact ((hasDerivAt_inner p L (k + 1) r).congr_of_eventuallyEq he).congr_deriv
      (if_pos hr).symm
  · -- at the cutoff both one-sided slopes vanish
    rw [hr]
    have hs := one_sided_slopes p L (k + 1)
    have h := (hs.1.congr_deriv (show p.eval L * 0 ^ (k + 1) = 0 by simp)).union hs.2
    rw [Set.Iic_union_Ici, hasDerivWithinAt_univ] at h
    exact h.congr_deriv (if_neg (lt_irrefl L)).symm
  · have he : cutoffJastrow p L (k + 2) =ᶠ[𝓝 r] fun _ => (0 : ℝ) := by
      filter_upwards [Ioi_mem_nhds hr] with s hs
      exact if_neg (not_lt.2 (le_of_lt hs))
    exact ((hasDerivAt_const r (0 : ℝ)).congr_of_eventuallyEq he).congr_deriv
      (if_neg (not_lt.2 hr.le)).symm

/-- If `p(L)` is nonzero, the Jastrow term is differentiable at the cutoff radius exactly
when the cutoff exponent is at least two. -/
theorem differentiableAt_cutoff_iff (p : Polynomial ℝ) (L : ℝ) (C : ℕ) (hp : p.eval L ≠ 0) :
    DifferentiableAt ℝ (cutoffJastrow p L C) L ↔ 2 ≤ C := by
  constructor
  · intro h
    by_contra hC
    have hC' : C = 0 ∨ C = 1 := by omega
    rcases hC' with rfl | rfl
    · -- exponent zero: the function itself jumps
      have hl := tendsto_iteratedDeriv_left p L 0 (cutoffJastrow p L 0) (fun r hr => if_pos hr)
      rw [iteratedDeriv_zero] at hl
      have e := tendsto_nhds_unique hl
        (h.continuousAt.tendsto.mono_left nhdsWithin_le_nhds)
      exact hp (by simpa [cutoffJastrow] using e)
    · -- exponent one: the two slopes differ
      have hs := one_sided_slopes p L 0
      have e1 := (uniqueDiffWithinAt_Iic L).eq_deriv _ h.hasDerivAt.hasDerivWithinAt hs.1
      have e2 := (uniqueDiffWithinAt_Ici L).eq_deriv _ h.hasDerivAt.hasDerivWithinAt hs.2
      exact hp (by simpa using e1.symm.trans e2)
  · intro hC
    obtain ⟨k, rfl⟩ : ∃ k, C = k + 2 := ⟨C - 2, by omega⟩
    exact (hasDerivAt_cutoffJastrow p L k L).differentiableAt

/-- If `p(L)` is nonzero, the Jastrow term is `n` times continuously differentiable exactly
when `n` is smaller than the cutoff exponent. -/
theorem contDiff_cutoff_iff (p : Polynomial ℝ) (L : ℝ) (C n : ℕ) (hp : p.eval L ≠ 0) :
    ContDiff ℝ n (cutoffJastrow p L C) ↔ n < C := by
  constructor
  · intro h
    by_contra hn
    have hc := h.continuous_iteratedDeriv C (by exact_mod_cast not_lt.1 hn)
    -- all derivatives vanish beyond the cutoff
    have hz : ∀ (m : ℕ) (f : ℝ → ℝ), (∀ r, L < r → f r = 0) →
        ∀ r, L < r → iteratedDeriv m f r = 0 := by
      intro m
      induction m with
      | zero =>
        intro f hf r hr
        rw [iteratedDeriv_zero]
        exact hf r hr
      | succ m ih =>
        intro f hf r hr
        rw [iteratedDeriv_succ']
        refine ih (deriv f) (fun s hs => ?_) r hr
        have he : f =ᶠ[𝓝 s] fun _ => (0 : ℝ) := by
          filter_upwards [Ioi_mem_nhds hs] with t ht using hf t ht
        exact ((hasDerivAt_const s (0 : ℝ)).congr_of_eventuallyEq he).deriv
    have hr : Tendsto (iteratedDeriv C (cutoffJastrow p L C)) (𝓝[>] L) (𝓝 0) := by
      refine tendsto_const_nhds.congr' ?_
      filter_upwards [self_mem_nhdsWithin] with r hr
      exact (hz C _ (fun s hs => if_neg (not_lt.2 hs.le)) r hr).symm
    have hl := tendsto_iteratedDeriv_left p L C (cutoffJastrow p L C) (fun r hr => if_pos hr)
    have e1 := tendsto_nhds_unique hl (hc.continuousAt.tendsto.mono_left nhdsWithin_le_nhds)
    have e2 := tendsto_nhds_unique hr (hc.continuousAt.tendsto.mono_left nhdsWithin_le_nhds)
    exact mul_ne_zero (Nat.cast_ne_zero.2 (Nat.factorial_ne_zero C)) hp (e1.trans e2.symm)
  · clear hp
    intro hn
    induction n generalizing p C with
    | zero =>
      rw [Nat.cast_zero, contDiff_zero]
      exact continuous_cutoffJastrow p L hn
    | succ n ih =>
      obtain ⟨k, rfl⟩ : ∃ k, C = k + 2 := ⟨C - 2, by omega⟩
      have hd : deriv (cutoffJastrow p L (k + 2))
          = cutoffJastrow (slopePoly p L (k + 1)) L (k + 1) :=
        funext fun r => (hasDerivAt_cutoffJastrow p L k r).deriv
      push_cast
      rw [contDiff_succ_iff_deriv, hd]
      exact ⟨fun r => (hasDerivAt_cutoffJastrow p L k r).differentiableAt, by simp,
        ih _ _ (by omega)⟩

/-- If `p(L)` is nonzero, the Jastrow term is twice continuously differentiable exactly when
the cutoff exponent is at least three. -/
theorem contDiff_two_iff (p : Polynomial ℝ) (L : ℝ) (C : ℕ) (hp : p.eval L ≠ 0) :
    ContDiff ℝ 2 (cutoffJastrow p L C) ↔ 3 ≤ C := by
  have h := contDiff_cutoff_iff p L C 2 hp
  rw [Nat.cast_ofNat] at h
  exact h.trans (by omega)

/-- As `r` approaches `L` from the left, `u'` tends to `p(L)` for cutoff exponent one, and
`u''` tends to `2 p(L)` for cutoff exponent two. -/
theorem left_limits (p : Polynomial ℝ) (L : ℝ) :
    Tendsto (deriv (cutoffJastrow p L 1)) (𝓝[<] L) (𝓝 (p.eval L)) ∧
      Tendsto (deriv (deriv (cutoffJastrow p L 2))) (𝓝[<] L) (𝓝 (2 * p.eval L)) := by
  have h1 := tendsto_iteratedDeriv_left p L 1 (cutoffJastrow p L 1) (fun r hr => if_pos hr)
  have h2 := tendsto_iteratedDeriv_left p L 2 (cutoffJastrow p L 2) (fun r hr => if_pos hr)
  rw [iteratedDeriv_one] at h1
  rw [iteratedDeriv_succ, iteratedDeriv_one] at h2
  exact ⟨by simpa only [Nat.factorial_one, Nat.cast_one, one_mul] using h1,
    by simpa only [Nat.factorial_two, Nat.cast_ofNat] using h2⟩

/-- For cutoff exponent two and positive cutoff radius, the radial Laplacian `u'' + 2 u' / r`
tends to `2 p(L)` as `r` approaches `L` from the left. -/
theorem laplacian_left_limit (p : Polynomial ℝ) {L : ℝ} (hL : 0 < L) :
    Tendsto (fun r => deriv (deriv (cutoffJastrow p L 2)) r
      + 2 / r * deriv (cutoffJastrow p L 2) r) (𝓝[<] L) (𝓝 (2 * p.eval L)) := by
  have hd : deriv (cutoffJastrow p L 2) = cutoffJastrow (slopePoly p L 1) L 1 :=
    funext fun r => (hasDerivAt_cutoffJastrow p L 0 r).deriv
  -- the first derivative vanishes continuously at the cutoff
  have hc : Tendsto (deriv (cutoffJastrow p L 2)) (𝓝[<] L) (𝓝 0) := by
    have h := (continuous_cutoffJastrow (slopePoly p L 1) L le_rfl).continuousAt.tendsto.mono_left
      (nhdsWithin_le_nhds (a := L) (s := Set.Iio L))
    rw [show cutoffJastrow (slopePoly p L 1) L 1 L = 0 from if_neg (lt_irrefl L)] at h
    rw [hd]
    exact h
  have hr : Tendsto (fun r : ℝ => 2 / r) (𝓝[<] L) (𝓝 (2 / L)) := by
    have h : ContinuousAt (fun r : ℝ => 2 / r) L :=
      continuousAt_const.div continuousAt_id hL.ne'
    exact h.tendsto.mono_left nhdsWithin_le_nhds
  have h := (left_limits p L).2.add (hr.mul hc)
  simpa only [mul_zero, add_zero] using h

end

end JastrowCutoff
```

```lean
#print axioms JastrowCutoff.continuous_cutoffJastrow
#print axioms JastrowCutoff.differentiableAt_cutoff_iff
#print axioms JastrowCutoff.contDiff_two_iff
#print axioms JastrowCutoff.laplacian_left_limit
```

```
'JastrowCutoff.continuous_cutoffJastrow' depends on axioms: [propext, Classical.choice, Quot.sound]
'JastrowCutoff.differentiableAt_cutoff_iff' depends on axioms: [propext, Classical.choice, Quot.sound]
'JastrowCutoff.contDiff_two_iff' depends on axioms: [propext, Classical.choice, Quot.sound]
'JastrowCutoff.laplacian_left_limit' depends on axioms: [propext, Classical.choice, Quot.sound]
```

## How the proof follows the derivation

`hasDerivAt_inner` is the product rule, with `ring` matching the algebra. `tendsto_iteratedDeriv_left` iterates it by induction on $C$, for any function that agrees with the formula left of $L$.

`continuous_cutoffJastrow` removes the case distinction by writing $u=p(r)\min(r-L,0)^C$. `one_sided_slopes` computes the two slopes, and `hasDerivAt_cutoffJastrow` joins them at $L$, treating $r<L$ and $r>L$ separately.

In `differentiableAt_cutoff_iff`, exponent $0$ is excluded by the jump and exponent $1$ by uniqueness of one-sided derivatives. In `contDiff_cutoff_iff`, the forward direction compares the two limits of the $C$-th derivative; the converse is an induction on $n$ that passes to $u'$.

`contDiff_two_iff` sets $n=2$, `left_limits` sets $C=1$ and $C=2$, and `laplacian_left_limit` combines the limits of $u''$, $u'$ and $2/r$.
